# IORA energies of finite Hermitian matrices have the Pauli slope in $c^{-2}$, with the full or the potential-free metric

Let $P$ stand for $\boldsymbol\sigma\cdot\mathbf p$ and $V$ for the potential, in atomic units with the rest energy subtracted, and let $e=c^{-2}$ (not the electron charge). The infinite-order regular approximation (IORA) combines the zeroth-order (ZORA) Hamiltonian with a metric $S(e)$ that accounts for the small component's norm:

$$H(e)\varphi(e)=E(e)S(e)\varphi(e).$$

Does replacing the full metric by a potential-free one change the leading relativistic energy correction? For finite Hermitian matrices and a solution $\varphi(e)$ continuous at $e=0$, it does not.

```lean
import Mathlib

open Matrix Filter Topology

namespace RegularApproximation

noncomputable section

variable {n : Type*} [Fintype n] [DecidableEq n]
```

Expectation values are $\langle x,Ax\rangle=x^\dagger Ax$, without division by the norm.

```lean
/-- The expectation value `⟨x, A x⟩`. -/
def expect (A : Matrix n n ℂ) (x : n → ℂ) : ℂ := star x ⬝ᵥ A *ᵥ x
```

Differentiability at zero is written as $A(e)=A_0+eG(e)$, with $G$ continuous at zero and $G(0)=A'(0)$.

```lean
/-- `A` is differentiable at 0 with value `A₀` and derivative `A₁`: near 0,
`A e = A₀ + e G(e)` with `G` continuous at 0 and `G 0 = A₁`. -/
def HasExpansion (A : ℝ → Matrix n n ℂ) (A₀ A₁ : Matrix n n ℂ) : Prop :=
  ∃ G : ℝ → Matrix n n ℂ, ContinuousAt G 0 ∧ G 0 = A₁ ∧
    ∀ᶠ e in 𝓝 (0 : ℝ), A e = A₀ + (e : ℂ) • G e
```

A branch is a solution for all real $e$ near zero, of either sign, although only $e>0$ is physical. Its energy is real, and $\varphi$ is continuous at zero and normalised there. The existence of the branch is assumed; differentiability of $E$ is not.

```lean
/-- `H φ = E S φ` near `e = 0`, with real `E`, `φ` continuous at 0 and `φ 0` a unit vector. -/
def IsBranch (H S : ℝ → Matrix n n ℂ) (φ : ℝ → n → ℂ) (E : ℝ → ℝ) : Prop :=
  ContinuousAt φ 0 ∧ star (φ 0) ⬝ᵥ φ 0 = 1 ∧
    ∀ᶠ e in 𝓝 (0 : ℝ), H e *ᵥ φ e = (E e : ℂ) • (S e *ᵥ φ e)
```

At $e=0$ the Hamiltonian is nonrelativistic, $H_0=P^2/2+V$.

```lean
/-- The nonrelativistic Hamiltonian `P²/2 + V`. -/
def nrH (P V : Matrix n n ℂ) : Matrix n n ℂ := (1 / 2 : ℂ) • P ^ 2 + V
```

The Pauli correction is $-P^4/8-[P,[P,V]]/8$. For $P=\boldsymbol\sigma\cdot\mathbf p$, the double commutator holds the Darwin and spin–orbit terms.

```lean
/-- The Pauli correction `-P⁴/8 - [P,[P,V]]/8`. -/
def pauli (P V : Matrix n n ℂ) : Matrix n n ℂ :=
  -(1 / 8 : ℂ) • P ^ 4 - (1 / 8 : ℂ) • (P * (P * V - V * P) - (P * V - V * P) * P)
```

The potential enters the regularised kinetic energy through $K(e)=(2-eV)^{-1}$.

```lean
/-- The kinetic factor `(2 - e V)⁻¹`, `e = c⁻²`, where `2 - e V` is invertible. -/
def kinFactor (V : Matrix n n ℂ) (e : ℝ) : Matrix n n ℂ := ((2 : ℂ) • 1 - (e : ℂ) • V)⁻¹
```

This gives the ZORA Hamiltonian $V+PKP$.

```lean
/-- The ZORA Hamiltonian `V + P (2 - e V)⁻¹ P`, where `2 - e V` is invertible. -/
def zoraH (P V : Matrix n n ℂ) (e : ℝ) : Matrix n n ℂ := V + P * kinFactor V e * P
```

The full metric is $1+ePK^2P$.

```lean
/-- The full IORA metric `1 + e P (2 - e V)⁻² P`, where `2 - e V` is invertible. -/
def ioraMetric (P V : Matrix n n ℂ) (e : ℝ) : Matrix n n ℂ :=
  1 + (e : ℂ) • (P * (kinFactor V e * kinFactor V e) * P)
```

Setting $V=0$ in $K$ leaves the potential-free metric $1+eP^2/4$.

```lean
/-- The potential-free IORA metric `1 + e P²/4`. -/
def freeMetric (P : Matrix n n ℂ) (e : ℝ) : Matrix n n ℂ :=
  1 + (e : ℂ) • ((1 / 4 : ℂ) • P ^ 2)
```

## The energy slope with a changing metric

Write $\varphi_0=\varphi(0)$ and $E_0=E(0)$. At $e=0$, where $S=1$, the eigenvalue equation reads $H_0\varphi_0=E_0\varphi_0$. Since $H_0$ is Hermitian and $E_0$ real, $H_0$ can also act to the left: $\langle\varphi_0,H_0y\rangle=E_0\langle\varphi_0,y\rangle$ for every vector $y$.

```lean
omit [DecidableEq n] in
/-- A Hermitian `K` with `K x = E x`, `E` real, satisfies `⟨x, K y⟩ = E ⟨x, y⟩`. -/
theorem left_eigen {K : Matrix n n ℂ} (hK : K.IsHermitian) {x : n → ℂ} {E : ℝ}
    (h : K *ᵥ x = (E : ℂ) • x) (y : n → ℂ) : star x ⬝ᵥ K *ᵥ y = E * (star x ⬝ᵥ y) := by
  have h' := congrArg star h
  rw [star_mulVec, hK.eq] at h'
  rw [dotProduct_mulVec, h', show star ((E : ℂ) • x) = (E : ℂ) • star x by ext i; simp,
    smul_dotProduct, smul_eq_mul]
```

Insert $H=H_0+eG$ and $S=1+eT$ into the eigenvalue equation and project on $\varphi_0$:

$$E_0\langle\varphi_0,\varphi\rangle+e\langle\varphi_0,G\varphi\rangle=E\langle\varphi_0,S\varphi\rangle.$$

Because $\langle\varphi_0,\varphi\rangle=\langle\varphi_0,S\varphi\rangle-e\langle\varphi_0,T\varphi\rangle$,

$$(E-E_0)\langle\varphi_0,S\varphi\rangle=e\langle\varphi_0,(G-E_0T)\varphi\rangle.$$

The overlap on the left tends to 1, so division gives $E'(0)=\langle H'(0)-E_0S'(0)\rangle$ in $\varphi_0$.

In Lean the projected identity is `hkey`. The division rests on `hasDerivAt_iff_tendsto_slope`, which equates having a derivative with convergence of the difference quotient over points $e\neq0$. `filter_upwards` collects the identity, the nonzero overlap and $e\ne0$; on such points the quotient equals a ratio whose limit is known. Differentiability of $E$ is therefore a conclusion.

```lean
/-- Hellmann-Feynman theorem with a metric: let `H` and `S` be differentiable at 0, with `H(0) = H₀`
Hermitian and `S(0) = 1`. Along a branch `H φ = E S φ` (`IsBranch`), `φ 0` is an eigenvector of `H₀`
with eigenvalue `E(0)`, and `E'(0) = ⟨H'(0) - E(0) S'(0)⟩` in `φ 0`. -/
theorem energy_deriv {H S : ℝ → Matrix n n ℂ} {H₀ H₁ S₁ : Matrix n n ℂ} {φ : ℝ → n → ℂ}
    {E : ℝ → ℝ} (hH : HasExpansion H H₀ H₁) (hS : HasExpansion S 1 S₁)
    (hherm : H₀.IsHermitian) (hb : IsBranch H S φ E) :
    H₀ *ᵥ φ 0 = (E 0 : ℂ) • φ 0 ∧
    HasDerivAt (fun e => (E e : ℂ)) (expect (H₁ - (E 0 : ℂ) • S₁) (φ 0)) 0 := by
  obtain ⟨hφ, hu, heq⟩ := hb
  obtain ⟨G, hG, rfl, hGe⟩ := hH
  obtain ⟨T, hT, rfl, hTe⟩ := hS
  have h0 : H₀ *ᵥ φ 0 = (E 0 : ℂ) • φ 0 := by
    simpa [hGe.self_of_nhds, hTe.self_of_nhds] using heq.self_of_nhds
  refine ⟨h0, ?_⟩
  have hcont : ∀ M : ℝ → Matrix n n ℂ, ContinuousAt M 0 →
      ContinuousAt (fun e => star (φ 0) ⬝ᵥ M e *ᵥ φ e) 0 := fun M hM =>
    tendsto_finsetSum _ fun i _ => tendsto_const_nhds.mul (tendsto_finsetSum _ fun j _ => by
      have h : ContinuousAt (fun e => M e i j) 0 :=
        (continuous_id.matrix_elem i j).continuousAt.comp hM
      exact h.tendsto.mul (continuousAt_pi.1 hφ j).tendsto)
  have hS' : ContinuousAt (fun e : ℝ => 1 + (e : ℂ) • T e) 0 :=
    continuousAt_const.add (Complex.continuous_ofReal.continuousAt.smul hT)
  have hSc : ContinuousAt S 0 := hS'.congr (hTe.mono fun e h => h.symm)
  have hS0 : S 0 = 1 := by simpa using hTe.self_of_nhds
  have hD : Tendsto (fun e => star (φ 0) ⬝ᵥ S e *ᵥ φ e) (𝓝 0) (𝓝 1) := by
    simpa only [hS0, one_mulVec, hu] using (hcont S hSc).tendsto
  have hM : ContinuousAt (fun e => G e - (E 0 : ℂ) • T e) 0 :=
    hG.sub (hT.const_smul (E 0 : ℂ))
  -- project the eigenvalue equation on the unperturbed state
  have hkey : ∀ᶠ e in 𝓝 (0 : ℝ), ((E e : ℂ) - E 0) * (star (φ 0) ⬝ᵥ S e *ᵥ φ e)
      = e * (star (φ 0) ⬝ᵥ (G e - (E 0 : ℂ) • T e) *ᵥ φ e) := by
    filter_upwards [heq, hGe, hTe] with e he hg ht
    have h1 := congrArg (fun v => star (φ 0) ⬝ᵥ v) he
    have h2 := congrArg (fun M => star (φ 0) ⬝ᵥ M *ᵥ φ e) hg
    have h3 := congrArg (fun M => star (φ 0) ⬝ᵥ M *ᵥ φ e) ht
    simp only [add_mulVec, sub_mulVec, smul_mulVec, one_mulVec, dotProduct_add,
      dotProduct_sub, dotProduct_smul, smul_eq_mul, left_eigen hherm h0] at h1 h2 h3 ⊢
    linear_combination h2 - h1 - (E 0 : ℂ) * h3
  have hq := (hcont _ hM).tendsto.div hD one_ne_zero
  rw [div_one] at hq
  rw [hasDerivAt_iff_tendsto_slope]
  refine (hq.mono_left nhdsWithin_le_nhds).congr' ?_
  filter_upwards [hkey.filter_mono nhdsWithin_le_nhds,
    (hD.eventually_ne one_ne_zero).filter_mono nhdsWithin_le_nhds,
    self_mem_nhdsWithin] with e h1 h2 h3
  simp only [Pi.div_apply, slope, vsub_eq_sub, sub_zero, Complex.real_smul,
    Complex.ofReal_inv]
  rw [div_eq_iff h2, mul_assoc, h1, inv_mul_cancel_left₀ (Complex.ofReal_ne_zero.2 h3)]
```

## From the slope to the Pauli operator

For $H'(0)=PVP/4$ and $S'(0)=P^2/4$, let $H_0$ act once to the right and once to the left:

$$E_0\langle P^2\rangle=\tfrac12\langle P^2H_0+H_0P^2\rangle=\tfrac12\langle P^4+P^2V+VP^2\rangle.$$

Hence

$$\tfrac14\langle PVP-E_0P^2\rangle=-\tfrac18\langle P^4\rangle-\tfrac18\langle P^2V-2PVP+VP^2\rangle,$$

and the last bracket is $[P,[P,V]]$. The actions are `hR` and `hL`; `hid` is the operator identity.

```lean
/-- For an eigenvector `x` of a Hermitian `P²/2 + V` with real eigenvalue `E`, the expectation
values of `PVP/4 - E P²/4` and of the Pauli correction agree. -/
theorem expect_pauli {P V : Matrix n n ℂ} (hK : (nrH P V).IsHermitian)
    {x : n → ℂ} {E : ℝ} (hx : nrH P V *ᵥ x = (E : ℂ) • x) :
    expect ((1 / 4 : ℂ) • (P * V * P) - (E : ℂ) • ((1 / 4 : ℂ) • P ^ 2)) x
      = expect (pauli P V) x := by
  -- the Hamiltonian acts to the right and to the left
  have hR : star x ⬝ᵥ (P ^ 2 * nrH P V) *ᵥ x = E * (star x ⬝ᵥ P ^ 2 *ᵥ x) := by
    rw [← mulVec_mulVec, hx, mulVec_smul, dotProduct_smul, smul_eq_mul]
  have hL : star x ⬝ᵥ (nrH P V * P ^ 2) *ᵥ x = E * (star x ⬝ᵥ P ^ 2 *ᵥ x) := by
    rw [← mulVec_mulVec, left_eigen hK hx]
  have hid : pauli P V = (1 / 4 : ℂ) • (P * V * P)
      - (1 / 8 : ℂ) • (P ^ 2 * nrH P V + nrH P V * P ^ 2) := by
    simp only [pauli, nrH, mul_add, add_mul, mul_sub, sub_mul, smul_mul_assoc,
      mul_smul_comm, pow_succ, pow_zero, one_mul, mul_assoc]
    module
  rw [hid]
  simp only [expect, sub_mulVec, add_mulVec, smul_mulVec, dotProduct_sub, dotProduct_add,
    dotProduct_smul, smul_eq_mul]
  linear_combination (1 / 8 : ℂ) * hR + (1 / 8 : ℂ) * hL
```

Combining the two results gives the Pauli slope for any Hamiltonian and metric with these values and derivatives at zero.

```lean
/-- Let `P`, `V` be Hermitian, `H(0) = P²/2 + V`, `H'(0) = PVP/4`, `S(0) = 1`, `S'(0) = P²/4`. Along
a branch `H φ = E S φ`, `E'(0)` is the expectation value of the Pauli correction in `φ 0`. -/
theorem pauli_energy {P V : Matrix n n ℂ} (hP : P.IsHermitian) (hV : V.IsHermitian)
    {H S : ℝ → Matrix n n ℂ} {φ : ℝ → n → ℂ} {E : ℝ → ℝ}
    (hH : HasExpansion H (nrH P V) ((1 / 4 : ℂ) • (P * V * P)))
    (hS : HasExpansion S 1 ((1 / 4 : ℂ) • P ^ 2)) (hb : IsBranch H S φ E) :
    HasDerivAt (fun e => (E e : ℂ)) (expect (pauli P V) (φ 0)) 0 := by
  have hK : (nrH P V).IsHermitian := by
    simp [IsHermitian, nrH, conjTranspose_smul, conjTranspose_pow, hP.eq, hV.eq]
  obtain ⟨h0, hd⟩ := energy_deriv hH hS hK hb
  exact hd.congr_deriv (expect_pauli hK h0)
```

## Both metrics have the required derivative

Near $e=0$, $2-eV$ is invertible, and $(2-eV)K=1$ rearranges to $K=\tfrac12+\tfrac e2VK$. Continuity of $K$ follows from the determinant and adjugate formula.

```lean
/-- The kinetic factor `K` is continuous at `e = 0`, equals `1/2` there, and satisfies
`K = 1/2 + e V K / 2` near 0. -/
theorem kinFactor_expansion (V : Matrix n n ℂ) :
    ContinuousAt (kinFactor V) 0 ∧ kinFactor V 0 = (1 / 2 : ℂ) • 1 ∧
    ∀ᶠ e in 𝓝 (0 : ℝ), kinFactor V e
      = (1 / 2 : ℂ) • 1 + (e : ℂ) • ((1 / 2 : ℂ) • (V * kinFactor V e)) := by
  let A : ℝ → Matrix n n ℂ := fun e => (2 : ℂ) • 1 - (e : ℂ) • V
  have hA : Continuous A :=
    continuous_const.sub (Complex.continuous_ofReal.smul continuous_const)
  have hdet : (A 0).det ≠ 0 := by simp [A]
  have hx : ∀ᶠ e in 𝓝 (0 : ℝ), kinFactor V e
      = (1 / 2 : ℂ) • 1 + (e : ℂ) • ((1 / 2 : ℂ) • (V * kinFactor V e)) := by
    filter_upwards [hA.matrix_det.continuousAt.eventually_ne hdet] with e he
    have h : ((2 : ℂ) • 1 - (e : ℂ) • V) * kinFactor V e = 1 :=
      mul_nonsing_inv (A e) (isUnit_iff_ne_zero.2 he)
    rw [sub_mul, smul_mul_assoc, one_mul, smul_mul_assoc] at h
    linear_combination (norm := module) (1 / 2 : ℂ) • h
  refine ⟨?_, ?_, hx⟩
  · have hk : kinFactor V = fun e => (A e).det⁻¹ • (A e).adjugate := by
      funext e
      rw [kinFactor, inv_def, Ring.inverse_eq_inv']
    rw [hk]
    exact (hA.matrix_det.continuousAt.inv₀ hdet).smul hA.matrix_adjugate.continuousAt
  · have h := hx.self_of_nhds
    rwa [Complex.ofReal_zero, zero_smul, add_zero] at h
```

Therefore $PKP=P^2/2+\tfrac e2PVKP$, whose derivative at zero is $PVP/4$. In the full metric $PK^2P\to P^2/4$; the potential-free metric has this coefficient exactly.

For two-component electronic-structure work, this says that the simpler metric keeps the first-order energy in a finite matrix model. The model multiplies the matrices $P$ and $V$. In a finite basis, such a product generally differs from the matrix of the operator product, for example of $(\boldsymbol\sigma\cdot\mathbf p)^2$, so the Pauli formula need not hold exactly for basis-set matrices. Passing to the unbounded operators of a real atom, with a Coulomb singularity in $V$, also needs a separate argument.

```lean
/-- For Hermitian `P`, `V` and either the full or the potential-free metric, let `φ`, `E` be a
branch of IORA solutions (`IsBranch`, so `φ` is continuous at 0). The slope of `E` in `e = c⁻²` at 0
is the expectation value of the Pauli correction in `φ 0`. -/
theorem iora_pauli_energy {P V : Matrix n n ℂ} (hP : P.IsHermitian) (hV : V.IsHermitian)
    {S : ℝ → Matrix n n ℂ} (hS : S = ioraMetric P V ∨ S = freeMetric P)
    {φ : ℝ → n → ℂ} {E : ℝ → ℝ} (hb : IsBranch (zoraH P V) S φ E) :
    HasDerivAt (fun e => (E e : ℂ)) (expect (pauli P V) (φ 0)) 0 := by
  obtain ⟨hc, h0, hx⟩ := kinFactor_expansion V
  refine pauli_energy hP hV ?_ ?_ hb
  · have hG : ContinuousAt (fun e => P * (V * kinFactor V e) * P) 0 :=
      (continuousAt_const.mul (continuousAt_const.mul hc)).mul continuousAt_const
    refine ⟨fun e => (1 / 2 : ℂ) • (P * (V * kinFactor V e) * P),
      hG.const_smul (1 / 2 : ℂ), ?_, ?_⟩
    · simp only [h0, mul_smul_comm, smul_mul_assoc, mul_one]
      module
    · filter_upwards [hx] with e he
      have h := congrArg (fun M => P * M * P) he
      simp only [mul_add, add_mul, mul_smul_comm, smul_mul_assoc, mul_one] at h
      simp only [zoraH, nrH, sq]
      linear_combination (norm := module) h
  · rcases hS with rfl | rfl
    · refine ⟨fun e => P * (kinFactor V e * kinFactor V e) * P,
        (continuousAt_const.mul (hc.mul hc)).mul continuousAt_const, ?_,
        Eventually.of_forall fun _ => rfl⟩
      simp only [h0, mul_smul_comm, smul_mul_assoc, mul_one, sq]
      module
    · exact ⟨fun _ => (1 / 4 : ℂ) • P ^ 2, continuousAt_const, rfl,
        Eventually.of_forall fun _ => rfl⟩
```

## A two-level example

Take $P=\begin{pmatrix}0&1\\1&0\end{pmatrix}$, $V=\begin{pmatrix}0&0\\0&1\end{pmatrix}$ and $\varphi=(1,0)^T$. The upper diagonal entries of $H$ and $S$ give

$$E(e)=\frac{1/(2-e)}{1+e/(2-e)^2}=\frac{2-e}{4-3e+e^2},$$

so $E(0)=\tfrac12$ and $E'(0)=(-4+6)/16=\tfrac18$. On the Pauli side $P^4=1$ and $[P,[P,V]]=\mathrm{diag}(-2,2)$, giving $-\tfrac18+\tfrac28=\tfrac18$ as well.

At $e=0.1$ the full metric gives $0.5121$, the potential-free one $0.5135$, and the linear estimate is $0.5125$. The Lean statement confirms the full-metric energy formula for every $e<2$, and that $P$ and $V$ do not commute.

```lean
local notation "P₂" => (!![0, 1; 1, 0] : Matrix (Fin 2) (Fin 2) ℂ)
local notation "V₂" => (!![0, 0; 0, 1] : Matrix (Fin 2) (Fin 2) ℂ)

/-- The matrices `P₂ = !![0, 1; 1, 0]` and `V₂ = !![0, 0; 0, 1]` are Hermitian and do not commute,
and for `e < 2` the vector `![1, 0]` solves the full IORA equation with energy
`(2 - e) / (4 - 3 e + e²)`. -/
theorem iora_pauli_energy_witness :
    Matrix.IsHermitian P₂ ∧ Matrix.IsHermitian V₂ ∧ P₂ * V₂ ≠ V₂ * P₂ ∧
    ∀ e : ℝ, e < 2 → zoraH P₂ V₂ e *ᵥ ![1, 0]
      = (((2 - e) / (4 - 3 * e + e ^ 2) : ℝ) : ℂ) • (ioraMetric P₂ V₂ e *ᵥ ![1, 0]) := by
  refine ⟨by ext i j; fin_cases i <;> fin_cases j <;> simp,
    by ext i j; fin_cases i <;> fin_cases j <;> simp, fun h => ?_, fun e he => ?_⟩
  · have h01 := congrFun (congrFun h 0) 1
    simp [Matrix.mul_apply, Fin.sum_univ_succ] at h01
  · have h2 : (2 - (e : ℂ)) ≠ 0 := by exact_mod_cast (sub_pos.2 he).ne'
    have h3 : (4 - 3 * (e : ℂ) + (e : ℂ) ^ 2) ≠ 0 := by
      have h : (0 : ℝ) < 4 - 3 * e + e ^ 2 := by nlinarith [sq_nonneg (e - 3 / 2)]
      exact_mod_cast h.ne'
    have hR : kinFactor V₂ e = !![1 / 2, 0; 0, 1 / (2 - (e : ℂ))] := by
      unfold kinFactor
      rw [Matrix.one_fin_two]
      apply Matrix.inv_eq_right_inv
      ext i j
      fin_cases i <;> fin_cases j <;> simp [Matrix.mul_apply, Fin.sum_univ_two, h2]
    have hE : 1 / (2 - (e : ℂ)) = (2 - (e : ℂ)) / (4 - 3 * (e : ℂ) + (e : ℂ) ^ 2)
        * (1 + (e : ℂ) * (1 / (2 - (e : ℂ)) * (1 / (2 - (e : ℂ))))) := by
      have hd : (2 - (e : ℂ)) * (1 / (2 - (e : ℂ))) = 1 := mul_one_div_cancel h2
      rw [div_mul_eq_mul_div, eq_div_iff h3]
      linear_combination (2 - (e : ℂ) - e * (1 / (2 - (e : ℂ)))) * hd
    rw [zoraH, ioraMetric, hR]
    ext i
    fin_cases i
    · simpa [Matrix.mulVec, dotProduct, Matrix.mul_apply, Fin.sum_univ_succ] using hE
    · simp [Matrix.mulVec, dotProduct, Fin.sum_univ_succ]

end

end RegularApproximation
```

```lean
#print axioms RegularApproximation.iora_pauli_energy
```

```
'RegularApproximation.iora_pauli_energy' depends on axioms: [propext, Classical.choice, Quot.sound]
```
